# The lowest energy of a three-orbital chain with equal on-site energies is e − √(a² + b²)

The theorem `chain_lowest_full` concerns one particle in three orthonormal orbitals with common on-site energy e, real coupling a between the first two and b between the last two, and none between the ends. It states that e − √(a² + b²) is the least eigenvalue of the resulting real symmetric 3 × 3 matrix H. With r = √(a² + b²), the proof treats r = 0 separately; for r > 0 it exhibits the eigenvector (a, −r, b) and shows that (e − r)(c·c) ≤ c·Hc for every real coefficient vector c, normalised or not. To get this bound it multiplies both sides by r and compares their difference with a sum of two squares, using r² = a² + b².

As first written in Lean, the proof fails:

```lean
import Mathlib

open Matrix

namespace ChainLowestFull

/-- `E` is an eigenvalue of the secular problem of `H` restricted to the orbitals in `S`:
some nonzero coefficient vector supported on `S` solves the rows belonging to `S`. -/
def IsRitzValue {n : Type*} [Fintype n] (H : Matrix n n ℝ) (S : Finset n) (E : ℝ) : Prop :=
  ∃ c : n → ℝ, c ≠ 0 ∧ (∀ i, i ∉ S → c i = 0) ∧ ∀ i ∈ S, (H *ᵥ c) i = E * c i

/-- `E` is the lowest eigenvalue of `H` restricted to the orbitals in `S`. -/
def IsLowestEnergy {n : Type*} [Fintype n] (H : Matrix n n ℝ) (S : Finset n) (E : ℝ) : Prop :=
  IsLeast {x | IsRitzValue H S x} E

/-- The Hamiltonian of three orthonormal orbitals, numbered 0, 1, 2, with common on-site
energy `e`, coupling `a` between 0 and 1, and coupling `b` between 1 and 2. -/
def chain (e a b : ℝ) : Matrix (Fin 3) (Fin 3) ℝ :=
  !![e, a, 0; a, e, b; 0, b, e]

/-- A restricted eigenvalue `E` that satisfies `E * (c ⬝ᵥ c) ≤ c ⬝ᵥ H *ᵥ c` for all vectors `c`
supported on `S` is the lowest energy in the basis `S`. -/
theorem isLowestEnergy_of_bound {n : Type*} [Fintype n] {H : Matrix n n ℝ} {S : Finset n}
    {E : ℝ} (hE : IsRitzValue H S E)
    (hb : ∀ c : n → ℝ, (∀ i, i ∉ S → c i = 0) → E * (c ⬝ᵥ c) ≤ c ⬝ᵥ H *ᵥ c) :
    IsLowestEnergy H S E := by
  refine ⟨hE, ?_⟩
  rintro x ⟨c, hc, hs, he⟩
  -- the energy form at an eigenvector is the eigenvalue times the squared norm
  have h1 : c ⬝ᵥ H *ᵥ c = x * (c ⬝ᵥ c) := by
    simp only [dotProduct, Finset.mul_sum]
    apply Finset.sum_congr rfl
    intro i _
    by_cases hi : i ∈ S
    · rw [he i hi]; ring
    · rw [hs i hi]; ring
  have hpos : 0 < c ⬝ᵥ c := by
    obtain ⟨i, hi⟩ := Function.ne_iff.mp hc
    change 0 < ∑ j, c j * c j
    exact Finset.sum_pos' (fun j _ => mul_self_nonneg (c j))
      ⟨i, Finset.mem_univ i, mul_self_pos.mpr hi⟩
  have h2 := hb c hs
  rw [h1] at h2
  exact le_of_mul_le_mul_right h2 hpos

/-- The action of the chain Hamiltonian on a coefficient vector. -/
theorem chain_mulVec (e a b : ℝ) (c : Fin 3 → ℝ) :
    chain e a b *ᵥ c =
      ![e * c 0 + a * c 1, a * c 0 + e * c 1 + b * c 2, b * c 1 + e * c 2] := by
  ext i
  fin_cases i <;> simp [chain, Matrix.mulVec, dotProduct, Fin.sum_univ_three]

/-- In the chain, the full basis has lowest energy `e - √(a² + b²)`. -/
theorem chain_lowest_full (e a b : ℝ) :
    IsLowestEnergy (chain e a b) Finset.univ (e - √(a ^ 2 + b ^ 2)) := by
  have hr2 : √(a ^ 2 + b ^ 2) ^ 2 = a ^ 2 + b ^ 2 := Real.sq_sqrt (by positivity)
  have hr0 : 0 ≤ √(a ^ 2 + b ^ 2) := Real.sqrt_nonneg _
  generalize √(a ^ 2 + b ^ 2) = r at hr2 hr0 ⊢
  rcases hr0.eq_or_lt with hr | hr
  · -- without any coupling the Hamiltonian is `e` times the identity
    have ha : a = 0 := by rw [← hr] at hr2; nlinarith [sq_nonneg a, sq_nonneg b]
    have hb : b = 0 := by rw [← hr] at hr2; nlinarith [sq_nonneg a, sq_nonneg b]
    subst ha hb
    rw [← hr, sub_zero]
    refine isLowestEnergy_of_bound ⟨![1, 0, 0], fun h => by simpa using congrFun h 0,
      fun i hi => absurd (Finset.mem_univ i) hi, ?_⟩ ?_
    · intro i _
      fin_cases i <;> simp [chain_mulVec]
    · intro c _
      rw [chain_mulVec]
      simp only [dotProduct, Fin.sum_univ_three]
      change _ ≤ c 0 * (e * c 0 + 0 * c 1) + c 1 * (0 * c 0 + e * c 1 + 0 * c 2)
        + c 2 * (0 * c 1 + e * c 2)
      linarith
  · refine isLowestEnergy_of_bound ⟨![a, -r, b], fun h => ?_,
      fun i hi => absurd (Finset.mem_univ i) hi, ?_⟩ ?_
    · have h1 : -r = 0 := congrFun h 1
      linarith
    · intro i _
      rw [chain_mulVec]
      fin_cases i
      · change e * a + a * (-r) = (e - r) * a
        ring
      · change a * a + e * (-r) + b * b = (e - r) * (-r)
        linear_combination -hr2
      · change b * (-r) + e * b = (e - r) * b
        ring
    · intro c _
      rw [chain_mulVec]
      simp only [dotProduct, Fin.sum_univ_three]
      change _ ≤ c 0 * (e * c 0 + a * c 1) + c 1 * (a * c 0 + e * c 1 + b * c 2)
        + c 2 * (b * c 1 + e * c 2)
      -- `r` times the energy above the bound is a sum of two squares
      refine le_of_mul_le_mul_left ?_ hr
      have hsq := add_nonneg (sq_nonneg (r * c 1 + a * c 0 + b * c 2))
        (sq_nonneg (b * c 0 - a * c 2))
      linear_combination hsq + (c 0 ^ 2 + c 2 ^ 2) * hr2

end ChainLowestFull
```

Messages:

```
Main.lean:97:6: error: ring failed, ring expressions not equal up to an additive constant
e a b r : ℝ
hr2 : r ^ 2 = a ^ 2 + b ^ 2
hr0 : 0 ≤ r
hr : 0 < r
c : Fin 3 → ℝ
a✝ : ∀ i ∉ Finset.univ, c i = 0
hsq : 0 ≤ (r * c 1 + a * c 0 + b * c 2) ^ 2 + (b * c 0 - a * c 2) ^ 2
⊢ -(r ^ 2 * c 0 ^ 2 * 2) - r ^ 2 * c 2 ^ 2 * 2 + c 0 ^ 2 * a ^ 2 * 2 + c 0 ^ 2 * b ^ 2 * 2 + c 2 ^ 2 * a ^ 2 * 2 +
      c 2 ^ 2 * b ^ 2 * 2 ≤
    0
```

Cause. The error is a wrong sign in the last `linear_combination`. After multiplication by r, the right side of the inequality minus the left equals the sum of squares in `hsq` plus (c₀² + c₂²)(r² − a² − b²). The last term vanishes by `hr2`, but the `ring` check at the end of `linear_combination` does not use hypotheses: the multiple of `hr2` given in the call must cancel the term identically.

`linear_combination` moves everything to the left, in the goal and in the supplied combination alike, and subtracts the second from the first. The goal then contributes −(c₀² + c₂²)(r² − a² − b²), and adding `(c 0 ^ 2 + c 2 ^ 2) * hr2` subtracts the same product once more. The term is doubled instead of cancelled, which is the expression with the factors 2 in the message. With the minus sign of the repair the two contributions cancel, and the check succeeds.

The repair, with which the file compiles:

```diff
@@ -95,5 +95,5 @@
       have hsq := add_nonneg (sq_nonneg (r * c 1 + a * c 0 + b * c 2))
         (sq_nonneg (b * c 0 - a * c 2))
-      linear_combination hsq + (c 0 ^ 2 + c 2 ^ 2) * hr2
+      linear_combination hsq - (c 0 ^ 2 + c 2 ^ 2) * hr2
 
 end ChainLowestFull
```
